# Photon overlaps damp hopping between dipole eigenorbitals by a Gaussian in the dipole difference

A code that sums photon overlaps over a truncated Fock space can make electron hopping depend on the choice of coordinate origin. Take two orbitals with the same dipole, each carrying a cavity vacuum displaced by 3, and keep the photon numbers 0 to 9. The truncated overlap is about 0.587, although the two photon states are identical and their overlap is 1. Move the origin so that both displacements vanish, and the same truncated sum gives exactly 1. The full sum has a closed form without this defect.

## The overlap of two displaced vacua

Let \(z\) and \(w\) be real displacements. Then

\[
e^{-(z^2+w^2)/2}\sum_{n=0}^{\infty}\frac{(zw)^n}{n!}=e^{-(z-w)^2/2}.
\]

Now take a cavity mode of frequency \(\omega>0\) and coupling strength \(\lambda\), with \(\hbar=1\), and an electron in orbitals that diagonalise the dipole operator along the mode's polarisation. Orbital \(p\) has dipole \(d_p\) and carries a vacuum displaced by

\[
z_p=\frac{\lambda d_p}{\sqrt{2\omega}} .
\]

This is the ground-state displacement of the mode when the electron is held in orbital \(p\) and the coupling is \(-\lambda\sqrt{\omega/2}\,d_p(b+b^\dagger)\), with \(b\) the photon annihilation operator. The opposite sign of the coupling reverses every displacement and leaves the overlaps alone.

If \(h_{pq}\) is the one-electron matrix without the cavity, the matrix dressed by the photon overlaps is

\[
\tilde h_{pq}=h_{pq}\,\exp\!\left(-\frac{\lambda^2(d_p-d_q)^2}{4\omega}\right).
\]

The diagonal is unchanged. For \(d_p\ne d_q\), the hopping tends to zero as \(\lambda\to\infty\).

## Replacing the photon sum in a polaritonic-orbital code

For one electron in a finite orbital set, coupled to one mode through these prescribed displaced vacua, the one-electron energy can be evaluated with \(\tilde h\) and no explicit photon basis. A QED Hartree-Fock calculation in which each dipole eigenorbital carries its own displacement can use the same overlap identity for its one-electron term; if it optimises the displacements, the optimised values take the place of \(z_p\) and \(z_q\) in the overlap. With one displacement common to all orbitals, the overlap is 1 and the hopping is not damped. The identity also gives a reference value for testing a truncated photon basis.

The difference should be formed before the exponential is taken. In double precision, at \(z=w=40\), the factor \(e^{-(z^2+w^2)/2}\) underflows and \(e^{zw}\) overflows, whereas \(e^{-(z-w)^2/2}\) evaluates to 1.

## From the exponential series to damped hopping

The exponential series gives \(\sum_n (zw)^n/n!=e^{zw}\). Multiplying by the Gaussian prefactor adds the exponents:

\[
-\frac{z^2+w^2}{2}+zw=-\frac{(z-w)^2}{2}.
\]

The \(n\)-photon amplitude of a displaced vacuum is

\[
c_n(z)=e^{-z^2/2}\frac{z^n}{\sqrt{n!}},
\]

so the product of two amplitudes is

\[
c_n(z)c_n(w)=e^{-(z^2+w^2)/2}\frac{(zw)^n}{n!}.
\]

Summing over \(n\) therefore gives the overlap \(e^{-(z-w)^2/2}\). Setting \(w=z\) shows that each displaced vacuum is normalised.

For the orbital displacements,

\[
\frac{(z_p-z_q)^2}{2}
=\frac12\,\frac{\lambda^2(d_p-d_q)^2}{2\omega}
=\frac{\lambda^2(d_p-d_q)^2}{4\omega}.
\]

Moving the origin changes every \(d_p\) to \(d_p+a\) with the same \(a\), which cancels in the difference.

A polaritonic orbital with complex coefficients \(C_p\) has \(n\)-photon components \(C_p c_n(z_p)\). The operator \(h\) acts on the electron and leaves the photon number alone, so its quadratic form is

\[
\sum_n\sum_{p,q} C_p^*c_n(z_p)\,h_{pq}\,C_qc_n(z_q)
=\sum_{p,q}C_p^*h_{pq}C_q\sum_n c_n(z_p)c_n(z_q)
=\sum_{p,q}C_p^*\tilde h_{pq}C_q .
\]

The interchange is allowed because the orbital sums are finite and each photon sum converges. In an orthonormal orbital basis the squared norm of the polaritonic orbital is \(\sum_p|C_p|^2\). For unnormalised, nonzero \(C\), the expectation value is the quadratic form divided by this number.

If \(d_p\ne d_q\), the exponent is \(-\lambda^2\) times a positive constant, and the hopping vanishes as \(\lambda\to\infty\). If all dipoles are distinct, every off-diagonal element vanishes and \(\tilde h\) tends, element by element, to the diagonal part of \(h\).

At fixed \(\lambda\ne0\), a nonzero \(h_{pq}\) is unchanged only if the exponential equals 1. Its exponent must then be zero, which means \(d_p=d_q\). Conversely, equal dipoles give a factor of 1.

## Displaced vacua and dressed hopping in Lean

```lean
import Mathlib

open Matrix Filter Topology

namespace PolaritonicHopping

noncomputable section

/-- The amplitude of the `n`-photon state in a cavity vacuum displaced by the real number `z`. -/
def fockAmp (z : ℝ) (n : ℕ) : ℝ :=
  Real.exp (-z ^ 2 / 2) * z ^ n / √(n.factorial : ℝ)

/-- The overlap of two displaced cavity vacua, summed over all photon numbers. -/
def photonOverlap (z w : ℝ) : ℝ := ∑' n, fockAmp z n * fockAmp w n

/-- The displacement of a cavity mode of frequency `ω` and coupling `lam` for an electron
in an orbital of dipole `d`. -/
def shift (ω lam d : ℝ) : ℝ := lam * d / √(2 * ω)

variable {ι : Type*}

/-- The one-electron matrix `h` in the dipole eigenorbitals, each element multiplied by the
overlap of the photon states attached to its two orbitals. -/
def dressed (ω lam : ℝ) (d : ι → ℝ) (h : Matrix ι ι ℂ) : Matrix ι ι ℂ :=
  fun p q => h p q * (photonOverlap (shift ω lam (d p)) (shift ω lam (d q)) : ℂ)

/-- The `n`-photon component of a polaritonic orbital with coefficients `C`, in which every
dipole eigenorbital carries its own displaced vacuum. -/
def polariton (ω lam : ℝ) (d : ι → ℝ) (C : ι → ℂ) (n : ℕ) : ι → ℂ :=
  fun p => C p * (fockAmp (shift ω lam (d p)) n : ℂ)

/-- The exponential series in `z * w`, weighted by the two Gaussian normalisation factors,
sums to a Gaussian in the difference `z - w`. -/
theorem gaussian_series (z w : ℝ) :
    HasSum (fun n : ℕ => Real.exp (-(z ^ 2 + w ^ 2) / 2) * ((z * w) ^ n / (n.factorial : ℝ)))
      (Real.exp (-(z - w) ^ 2 / 2)) := by
  have hexp : HasSum (fun n : ℕ => (z * w) ^ n / (n.factorial : ℝ)) (Real.exp (z * w)) := by
    rw [Real.exp_eq_exp_ℝ]
    exact NormedSpace.expSeries_div_hasSum_exp (z * w)
  -- combine the exponents into a complete square
  have he : Real.exp (-(z - w) ^ 2 / 2)
      = Real.exp (-(z ^ 2 + w ^ 2) / 2) * Real.exp (z * w) := by
    rw [← Real.exp_add]
    congr 1
    ring
  rw [he]
  exact hexp.mul_left _

/-- The products of the Fock amplitudes of two displaced vacua sum to a Gaussian in the
difference of the displacements. -/
theorem hasSum_fockAmp (z w : ℝ) :
    HasSum (fun n => fockAmp z n * fockAmp w n) (Real.exp (-(z - w) ^ 2 / 2)) := by
  have hf : (fun n => fockAmp z n * fockAmp w n) = fun n : ℕ =>
      Real.exp (-(z ^ 2 + w ^ 2) / 2) * ((z * w) ^ n / (n.factorial : ℝ)) := by
    funext n
    have hs : √(n.factorial : ℝ) * √(n.factorial : ℝ) = (n.factorial : ℝ) :=
      Real.mul_self_sqrt (Nat.cast_nonneg _)
    have he : Real.exp (-(z ^ 2 + w ^ 2) / 2)
        = Real.exp (-z ^ 2 / 2) * Real.exp (-w ^ 2 / 2) := by
      rw [← Real.exp_add]
      congr 1
      ring
    unfold fockAmp
    rw [he, mul_pow, div_mul_div_comm, hs]
    ring
  rw [hf]
  exact gaussian_series z w

/-- Hopping between two dipole eigenorbitals is multiplied by a Gaussian in the coupling times
the difference of their dipoles. -/
theorem dressed_apply {ω : ℝ} (hω : 0 < ω) (lam : ℝ) (d : ι → ℝ) (h : Matrix ι ι ℂ)
    (p q : ι) :
    dressed ω lam d h p q
      = h p q * (Real.exp (-(lam ^ 2 * (d p - d q) ^ 2 / (4 * ω))) : ℂ) := by
  have hs : √(2 * ω) ^ 2 = 2 * ω := Real.sq_sqrt (by positivity)
  have he : -(shift ω lam (d p) - shift ω lam (d q)) ^ 2 / 2
      = -(lam ^ 2 * (d p - d q) ^ 2 / (4 * ω)) := by
    unfold shift
    rw [← sub_div, div_pow, hs]
    ring
  unfold dressed photonOverlap
  rw [(hasSum_fockAmp _ _).tsum_eq, he]

/-- Moving the origin, which adds the same constant `a` to all orbital dipoles, leaves the
dressed one-electron matrix unchanged. -/
theorem dressed_origin (ω lam a : ℝ) (d : ι → ℝ) (h : Matrix ι ι ℂ) :
    dressed ω lam (fun p => d p + a) h = dressed ω lam d h := by
  ext p q
  -- only the difference of the two displacements enters the overlap
  have he : shift ω lam (d p + a) - shift ω lam (d q + a)
      = shift ω lam (d p) - shift ω lam (d q) := by
    unfold shift
    ring
  unfold dressed photonOverlap
  rw [(hasSum_fockAmp _ _).tsum_eq, (hasSum_fockAmp _ _).tsum_eq, he]

/-- The quadratic form of the one-electron matrix `h` in the photon components of a polaritonic
orbital, summed over photon numbers, is the quadratic form of the dressed matrix in the orbital
coefficients. -/
theorem polariton_energy [Fintype ι] (ω lam : ℝ) (d : ι → ℝ) (h : Matrix ι ι ℂ) (C : ι → ℂ) :
    HasSum (fun n => star (polariton ω lam d C n) ⬝ᵥ (h *ᵥ polariton ω lam d C n))
      (star C ⬝ᵥ (dressed ω lam d h *ᵥ C)) := by
  have hpq : ∀ p q, HasSum
      (fun n => ((fockAmp (shift ω lam (d p)) n * fockAmp (shift ω lam (d q)) n : ℝ) : ℂ))
      (photonOverlap (shift ω lam (d p)) (shift ω lam (d q)) : ℂ) := by
    intro p q
    have h0 := (hasSum_fockAmp (shift ω lam (d p)) (shift ω lam (d q))).summable.hasSum
    exact Complex.hasSum_ofReal.mpr h0
  -- sum over photon numbers separately for each pair of orbitals
  have key := hasSum_sum (s := Finset.univ) fun p _ =>
    hasSum_sum (s := Finset.univ) fun q _ => (hpq p q).mul_left (star (C p) * h p q * C q)
  have hf : (fun n => star (polariton ω lam d C n) ⬝ᵥ (h *ᵥ polariton ω lam d C n))
      = fun n => ∑ p, ∑ q, star (C p) * h p q * C q *
        ((fockAmp (shift ω lam (d p)) n * fockAmp (shift ω lam (d q)) n : ℝ) : ℂ) := by
    funext n
    simp only [dotProduct, Matrix.mulVec, Pi.star_apply, polariton, Finset.mul_sum]
    refine Finset.sum_congr rfl fun p _ => Finset.sum_congr rfl fun q _ => ?_
    simp only [star_mul', Complex.star_def, Complex.conj_ofReal, Complex.ofReal_mul]
    ring
  have hv : star C ⬝ᵥ (dressed ω lam d h *ᵥ C)
      = ∑ p, ∑ q, star (C p) * h p q * C q *
        (photonOverlap (shift ω lam (d p)) (shift ω lam (d q)) : ℂ) := by
    simp only [dotProduct, Matrix.mulVec, Pi.star_apply, dressed, Finset.mul_sum]
    refine Finset.sum_congr rfl fun p _ => Finset.sum_congr rfl fun q _ => ?_
    ring
  rw [hf, hv]
  exact key

/-- Hopping between orbitals of different dipole tends to zero as the coupling tends to
infinity. -/
theorem hopping_tendsto_zero {ω : ℝ} (hω : 0 < ω) (d : ι → ℝ) (h : Matrix ι ι ℂ) {p q : ι}
    (hd : d p ≠ d q) :
    Tendsto (fun lam => dressed ω lam d h p q) atTop (𝓝 0) := by
  have hne : d p - d q ≠ 0 := sub_ne_zero.2 hd
  have hk : 0 < (d p - d q) ^ 2 / (4 * ω) := by positivity
  have h1 : Tendsto (fun lam : ℝ => lam ^ 2 * ((d p - d q) ^ 2 / (4 * ω))) atTop atTop :=
    (tendsto_pow_atTop two_ne_zero).atTop_mul_const hk
  have h2 := (Complex.continuous_ofReal.tendsto 0).comp
    (Real.tendsto_exp_neg_atTop_nhds_zero.comp h1)
  have h3 := h2.const_mul (h p q)
  rw [Complex.ofReal_zero, mul_zero] at h3
  refine h3.congr fun lam => ?_
  rw [dressed_apply hω, mul_div_assoc]
  rfl

/-- If all orbital dipoles are distinct, each element of the dressed matrix tends at infinite
coupling to that of the diagonal part of `h`. -/
theorem dressed_tendsto_diagonal [DecidableEq ι] {ω : ℝ} (hω : 0 < ω) {d : ι → ℝ}
    (hd : Function.Injective d) (h : Matrix ι ι ℂ) (p q : ι) :
    Tendsto (fun lam => dressed ω lam d h p q) atTop
      (𝓝 (Matrix.diagonal (fun r => h r r) p q)) := by
  by_cases hpq : p = q
  · subst hpq
    have hc : ∀ lam, dressed ω lam d h p p = h p p := by
      intro lam
      rw [dressed_apply hω]
      simp
    simp only [hc, Matrix.diagonal_apply_eq]
    exact tendsto_const_nhds
  · rw [Matrix.diagonal_apply_ne _ hpq]
    exact hopping_tendsto_zero hω d h (hd.ne hpq)

/-- At nonzero coupling, a nonzero hopping element is left unchanged by the cavity exactly when
the two orbitals have the same dipole. -/
theorem hopping_undamped_iff {ω lam : ℝ} (hω : 0 < ω) (hl : lam ≠ 0) (d : ι → ℝ)
    (h : Matrix ι ι ℂ) {p q : ι} (hh : h p q ≠ 0) :
    dressed ω lam d h p q = h p q ↔ d p = d q := by
  rw [dressed_apply hω]
  constructor
  · intro e
    have e1 := mul_left_cancel₀ hh (e.trans (mul_one (h p q)).symm)
    have e2 := (Real.exp_eq_one_iff _).mp (Complex.ofReal_eq_one.mp e1)
    by_contra hd
    have hne : d p - d q ≠ 0 := sub_ne_zero.2 hd
    have hpos : 0 < lam ^ 2 * (d p - d q) ^ 2 / (4 * ω) := by positivity
    linarith
  · intro e
    simp [e]

end

end PolaritonicHopping
```

```lean
#print axioms PolaritonicHopping.polariton_energy
#print axioms PolaritonicHopping.hopping_tendsto_zero
#print axioms PolaritonicHopping.dressed_tendsto_diagonal
#print axioms PolaritonicHopping.hopping_undamped_iff
```

```
'PolaritonicHopping.polariton_energy' depends on axioms: [propext, Classical.choice, Quot.sound]
'PolaritonicHopping.hopping_tendsto_zero' depends on axioms: [propext, Classical.choice, Quot.sound]
'PolaritonicHopping.dressed_tendsto_diagonal' depends on axioms: [propext, Classical.choice, Quot.sound]
'PolaritonicHopping.hopping_undamped_iff' depends on axioms: [propext, Classical.choice, Quot.sound]
```

## What is established for one mode with prescribed displacements

**The objects.** `fockAmp z n` is \(c_n(z)\), and `photonOverlap z w` is the infinite sum of amplitude products, not the Gaussian written in by definition. `shift ω lam d` is the displacement \(\lambda d/\sqrt{2\omega}\). The type `ι` labels the orbitals, `d : ι → ℝ` lists their dipoles, and `h : Matrix ι ι ℂ` is the one-electron matrix. `dressed` multiplies each element of `h` by the corresponding overlap, and `polariton` gives the \(n\)-photon component of the orbital as a vector over `ι`.

**The statements.** `gaussian_series` and `hasSum_fockAmp` say, through `HasSum`, that the series converge to the stated Gaussians. `dressed_apply` is the damping formula for \(\omega>0\), and `dressed_origin` is its independence of the dipole origin. `polariton_energy` says that the quadratic forms of `h` in the photon components sum to the quadratic form of the dressed matrix, for any finite orbital set and any complex coefficients. `h` need not be Hermitian; when it is, the energy is real.

`hopping_tendsto_zero` and `dressed_tendsto_diagonal` give the strong-coupling limits with `h`, `d` and `ω` fixed. `hopping_undamped_iff` states when a nonzero element escapes damping at nonzero coupling. The theorems on single matrix elements and on the origin do not require a finite orbital set. `dressed_origin` and `polariton_energy` also omit \(\omega>0\), but for \(\omega\le0\) Lean's conventions for square roots and division set every displacement to zero, and the statements lose their physical meaning.

**The proofs.** `gaussian_series` takes the exponential series from Mathlib, completes the square with `Real.exp_add` and `ring`, and multiplies the convergent series by the constant prefactor. `hasSum_fockAmp` reduces the amplitude products to that series, using \(\sqrt{n!}\,\sqrt{n!}=n!\). `dressed_apply` then replaces the infinite sum by its value and simplifies the squared displacement difference, while `dressed_origin` replaces the sums on both sides by their values and uses the cancellation of \(a\).

In `polariton_energy`, `hpq` supplies the convergent photon sum for each pair of orbitals. The step `key` combines these sums over the finite set of pairs, which is the interchange made above. The equalities `hf` and `hv` expand the two quadratic forms into the matching double sums.

For the strong-coupling limit, `h1` shows that \(\lambda^2(d_p-d_q)^2/(4\omega)\) tends to infinity, `h2` passes to the exponential, and `h3` multiplies by the fixed hopping element. `dressed_tendsto_diagonal` treats diagonal and off-diagonal elements separately. In `hopping_undamped_iff`, cancelling the nonzero element leaves an exponential equal to 1. Its exponent is therefore zero, which contradicts positivity if the dipoles differ.

**Equal dipoles.** The hypothesis \(d_p\ne d_q\) is needed for the hopping to vanish. Take two orbitals with \(d_1=d_2=0\) and

\[
h=\begin{pmatrix}0&1\\1&0\end{pmatrix}.
\]

Then \(\tilde h=h\) at every coupling, and the lowest eigenvalue stays at \(-1\). The diagonal part of \(h\) would give 0. Two sites separated perpendicular to the mode's polarisation can have equal dipoles in this way, so a code should not discard all hopping at strong coupling without comparing dipoles.

**Several modes.** The same argument applies to a finite number of modes when each orbital carries a product of displaced vacua. The overlaps multiply and the exponents add. With mode index \(k\), frequencies \(\omega_k>0\), couplings \(\lambda_k\) and dipoles \(d_p^{(k)}\) along the respective polarisations, the factor becomes

\[
\exp\!\left(-\sum_k\frac{\lambda_k^2\,(d_p^{(k)}-d_q^{(k)})^2}{4\omega_k}\right).
\]

This formula assumes that the orbitals diagonalise all the dipole components involved. The Lean theorems treat a single mode.

**What the model leaves out.** The displacements are prescribed, not derived from a light-matter Hamiltonian or optimised. The energy in `polariton_energy` is that of the one-electron operator alone: photon energy, the bilinear coupling, the dipole self-energy and electron-electron repulsion are absent. The theorems therefore do not establish a QED Hartree-Fock ground state or the convergence of a self-consistent procedure. They also give no error bound for a truncated photon basis and no statement about floating-point arithmetic.
